# Among monic real polynomials of degree n ≥ 1, 2^(1-n) T_n has the smallest maximum modulus on [-1,1]

When a potential energy curve computed at $n$ distinct points $x_1,\dots,x_n$ is interpolated by a single polynomial of degree below $n$, the error contains the factor $\prod_{j=1}^n (x-x_j)$. How small this factor can be kept is modelled here as a question about all monic real polynomials of degree $n$, measured by their largest absolute value on $[-1,1]$. Monic means that the leading coefficient is 1, as it is for this factor, so the polynomial can't be made small by mere rescaling. The setting is a single coordinate on a finite range. Passing from the factor to the interpolation error also takes a bound on the curve's $n$th derivative, which is not treated here.

## The bound and its derivation

Let $n\ge 1$ and $M_n=2^{1-n}T_n$, where $T_n(\cos\theta)=\cos n\theta$. Every monic real $P$ of degree $n$ satisfies $|P(x)|\ge 2^{1-n}$ at some $x\in[-1,1]$. The polynomial $M_n$ is monic, stays within this bound, and is the only monic polynomial of degree $n$ that does.

**Leading coefficient and upper bound.** From $T_0=1$, $T_1=x$ and $T_{n+2}=2xT_{n+1}-T_n$, the leading coefficient doubles at each step after $T_1$. It is therefore $2^{n-1}$, and $M_n$ is monic. With $x=\cos\theta$, $|M_n(x)|=2^{1-n}|\cos n\theta|\le 2^{1-n}$.

**A vanishing alternating sum.** Let $\theta_k=k\pi/n$ for $k=0,\dots,2n-1$. For an integer $0<a<2n$ put $h=a\pi/n$. Then

$$2\sin\tfrac h2\sum_{k=0}^{2n-1}\cos kh=\sum_{k=0}^{2n-1}\left[\sin(k+\tfrac12)h-\sin(k-\tfrac12)h\right]=\sin(2\pi a-\tfrac h2)+\sin\tfrac h2=0.$$

Since $0<h/2<\pi$, the cosine sum vanishes. The product formula

$$\cos a\theta\cos\theta=\tfrac12[\cos(a+1)\theta+\cos(a-1)\theta]$$

then gives, by induction on $m$, $\sum_k\cos(a\theta_k)\cos^m\theta_k=0$ whenever $m<a$ and $a+m<2n$. Take $a=n$, where $\cos n\theta_k=(-1)^k$. Summing over the powers in a polynomial $q$ of degree below $n$ gives

$$\sum_{k=0}^{2n-1}(-1)^kq(\cos\theta_k)=0.$$

**Uniqueness.** Let $P$ be monic of degree $n$ with $|P|\le2^{1-n}$ on $[-1,1]$. The leading terms cancel in $q=M_n-P$, so its degree is below $n$, and

$$(-1)^kq(\cos\theta_k)=2^{1-n}-(-1)^kP(\cos\theta_k)\ge0.$$

Nonnegative terms with sum zero all vanish. The points with $k=0,\dots,n-1$ are distinct, so $q$ has $n$ zeros and $q=0$.

**Lower bound.** If $|P|<2^{1-n}$ throughout $[-1,1]$, uniqueness gives $P=M_n$. But $M_n(1)=2^{1-n}$, a contradiction.

**Other intervals.** For $a<b$ (now real endpoints), let $r=(b-a)/2$ and $c=(a+b)/2$. The polynomial $r^{-n}P(rt+c)$ is monic in $t$, so $|P|$ reaches at least $r^n2^{1-n}=2((b-a)/4)^n$ on $[a,b]$.

## The rescaled polynomial in Lean

The type `ℝ[X]` contains the polynomials with real coefficients, and `C` turns a number into a constant polynomial.

```lean
import Mathlib

open Polynomial Finset

namespace ChebyshevMinimax
```

`monicChebyshev n` is $M_n$. Its exponent is an integer, so negative powers of 2 are meant literally. At $n=0$ the definition gives the constant 2, which is not monic; the theorems that rely on its being monic assume `1 ≤ n`.

```lean
/-- The Chebyshev polynomial `T_n` rescaled by the factor `2^(1-n)`. -/
noncomputable def monicChebyshev (n : ℕ) : ℝ[X] :=
  C ((2 : ℝ) ^ (1 - (n : ℤ))) * Polynomial.Chebyshev.T ℝ (n : ℤ)
```

The recurrence is restated for natural-number indices.

```lean
/-- The three-term recurrence `T_(n+2) = 2 x T_(n+1) - T_n`. -/
theorem recurrence (n : ℕ) :
    Polynomial.Chebyshev.T ℝ ((n + 1 + 1 : ℕ) : ℤ) =
      C 2 * (X * Polynomial.Chebyshev.T ℝ ((n + 1 : ℕ) : ℤ))
        - Polynomial.Chebyshev.T ℝ (n : ℤ) := by
  have h := Polynomial.Chebyshev.T_add_two ℝ (n : ℤ)
  have h2 : (C (2 : ℝ) : ℝ[X]) = 2 := map_ofNat C 2
  have e : ((n + 1 + 1 : ℕ) : ℤ) = (n : ℤ) + 2 := by push_cast; ring
  rw [e, h, h2, Nat.cast_succ]
  ring
```

It bounds the degree by recursion on the two preceding cases.

```lean
/-- The degree of `T_n` is at most `n`. -/
theorem natDegree_T_le : ∀ n : ℕ, (Polynomial.Chebyshev.T ℝ (n : ℤ)).natDegree ≤ n
  | 0 => by simp
  | 1 => by simp
  | n + 2 => by
    have h1 := natDegree_T_le (n + 1)
    have h0 := natDegree_T_le n
    rw [recurrence n]
    refine (natDegree_sub_le _ _).trans (max_le ?_ (by omega))
    refine (natDegree_C_mul_le _ _).trans (natDegree_mul_le.trans ?_)
    rw [natDegree_X]
    omega
```

The coefficient is stated with a shifted index: $2^n$ for $T_{n+1}$. In the recursive step, $T_n$ has too low a degree to contribute.

```lean
/-- The coefficient of `x^(n+1)` in `T_(n+1)` is `2^n`. -/
theorem coeff_T : ∀ n : ℕ,
    (Polynomial.Chebyshev.T ℝ ((n + 1 : ℕ) : ℤ)).coeff (n + 1) = 2 ^ n
  | 0 => by simp
  | n + 1 => by
    have h0 := natDegree_T_le n
    rw [recurrence n, coeff_sub, coeff_C_mul, coeff_X_mul, coeff_T n,
      coeff_eq_zero_of_natDegree_lt (by omega)]
    ring
```

Together these give the degree and leading coefficient of $M_n$.

```lean
/-- For `n ≥ 1` the polynomial `2^(1-n) T_n` is monic of degree `n`. -/
theorem monicChebyshev_monic {n : ℕ} (hn : 1 ≤ n) :
    (monicChebyshev n).Monic ∧ (monicChebyshev n).natDegree = n := by
  obtain ⟨m, rfl⟩ : ∃ m, n = m + 1 := ⟨n - 1, by omega⟩
  have hd : (monicChebyshev (m + 1)).natDegree ≤ m + 1 :=
    (natDegree_C_mul_le _ _).trans (natDegree_T_le _)
  have e : (1 : ℤ) - ((m + 1 : ℕ) : ℤ) = -(m : ℤ) := by push_cast; ring
  have hc : (monicChebyshev (m + 1)).coeff (m + 1) = 1 := by
    unfold monicChebyshev
    rw [coeff_C_mul, coeff_T, e, zpow_neg, zpow_natCast]
    exact inv_mul_cancel₀ (by positivity)
  exact ⟨monic_of_natDegree_le_of_coeff_eq_one (m + 1) hd hc,
    le_antisymm hd (le_natDegree_of_ne_zero (by rw [hc]; exact one_ne_zero))⟩
```

## Cosine sums at equally spaced angles

The angle formula comes from Mathlib's identity for $T_n(\cos\theta)$.

```lean
/-- In the angle variable, `2^(1-n) T_n(cos θ) = 2^(1-n) cos(nθ)`. -/
theorem eval_cos (n : ℕ) (θ : ℝ) :
    (monicChebyshev n).eval (Real.cos θ) = (2 : ℝ) ^ (1 - (n : ℤ)) * Real.cos (n * θ) := by
  rw [monicChebyshev, eval_mul, eval_C, Polynomial.Chebyshev.T_real_cos, Int.cast_natCast]
```

Here `tel` is the telescoped identity, proved by induction on the number of terms, and `hs` is the positivity of $\sin(h/2)$.

```lean
/-- A cosine wave with `a` periods, `0 < a < 2n`, sums to zero over `2n` equally spaced
points of the circle. -/
theorem sum_cos_eq_zero {n a : ℕ} (ha : 0 < a) (han : a < 2 * n) :
    ∑ k ∈ range (2 * n), Real.cos (k * (a * Real.pi / n)) = 0 := by
  have hn : (0 : ℝ) < n := by exact_mod_cast (by omega : 0 < n)
  have ha' : (0 : ℝ) < a := by exact_mod_cast ha
  have han' : (a : ℝ) < 2 * n := by exact_mod_cast han
  have hpi := Real.pi_pos
  -- multiplication by `2 sin(h/2)` makes the sum telescope
  have tel : ∀ (h : ℝ) (N : ℕ), 2 * Real.sin (h / 2) * ∑ k ∈ range N, Real.cos (k * h)
      = Real.sin (N * h - h / 2) + Real.sin (h / 2) := by
    intro h N
    induction N with
    | zero => simp
    | succ N ih =>
      have e : ((N + 1 : ℕ) : ℝ) * h - h / 2 = N * h + h / 2 := by push_cast; ring
      rw [sum_range_succ, mul_add, ih, e, Real.sin_add, Real.sin_sub]
      ring
  have hs : 0 < Real.sin (a * Real.pi / n / 2) := by
    apply Real.sin_pos_of_pos_of_lt_pi (by positivity)
    rw [div_div, div_lt_iff₀ (by positivity)]
    nlinarith [mul_lt_mul_of_pos_right han' hpi]
  have h := tel (a * Real.pi / n) (2 * n)
  have e : ((2 * n : ℕ) : ℝ) * (a * Real.pi / n) = a * (2 * Real.pi) := by
    push_cast
    field_simp
  rw [e, Real.sin_nat_mul_two_pi_sub, neg_add_cancel] at h
  exact (mul_eq_zero.1 h).resolve_left (by positivity)
```

The induction on $m$ keeps $a$ general, because `key`, the product formula, calls on both neighbouring frequencies. Lean writes $a=b+1$.

```lean
/-- On the `2n` angles `θ = kπ/n`, `k = 0, …, 2n-1`, `cos(aθ)` is orthogonal to `cos(θ)^m` when
`m < a` and `a + m < 2n`. -/
theorem sum_cos_mul_pow (n m : ℕ) : ∀ a : ℕ, m < a → a + m < 2 * n →
    ∑ k ∈ range (2 * n),
      Real.cos (k * (a * Real.pi / n)) * Real.cos (k * (Real.pi / n)) ^ m = 0 := by
  induction m with
  | zero =>
    intro a h1 h2
    simp only [pow_zero, mul_one]
    exact sum_cos_eq_zero h1 (by omega)
  | succ m ih =>
    intro a h1 h2
    obtain ⟨b, rfl⟩ : ∃ b, a = b + 1 := ⟨a - 1, by omega⟩
    -- the product formula shifts the frequency by one up and down
    have key : ∀ k : ℕ, Real.cos (k * ((b + 1 : ℕ) * Real.pi / n))
          * Real.cos (k * (Real.pi / n)) ^ (m + 1)
        = (Real.cos (k * ((b + 2 : ℕ) * Real.pi / n)) * Real.cos (k * (Real.pi / n)) ^ m
          + Real.cos (k * (b * Real.pi / n)) * Real.cos (k * (Real.pi / n)) ^ m) / 2 := by
      intro k
      have e1 : (k : ℝ) * ((b + 2 : ℕ) * Real.pi / n)
          = k * ((b + 1 : ℕ) * Real.pi / n) + k * (Real.pi / n) := by push_cast; ring
      have e2 : (k : ℝ) * (b * Real.pi / n)
          = k * ((b + 1 : ℕ) * Real.pi / n) - k * (Real.pi / n) := by push_cast; ring
      rw [e1, e2, Real.cos_add, Real.cos_sub]
      ring
    rw [sum_congr rfl (fun k _ => key k), ← sum_div, sum_add_distrib,
      ih (b + 2) (by omega) (by omega), ih b (by omega) (by omega)]
    norm_num
```

Expanding $q$ in powers and exchanging the two sums yields the alternating sum.

```lean
/-- The alternating sum of a polynomial of degree below `n` over the points `cos(kπ/n)`,
`k = 0, …, 2n-1`, vanishes. -/
theorem alternating_sum_eq_zero {n : ℕ} {q : ℝ[X]} (hq : q.natDegree < n) :
    ∑ k ∈ range (2 * n), (-1 : ℝ) ^ k * q.eval (Real.cos (k * (Real.pi / n))) = 0 := by
  have hn : (n : ℝ) ≠ 0 := by exact_mod_cast (by omega : n ≠ 0)
  simp_rw [eval_eq_sum_range, mul_sum]
  rw [sum_comm]
  refine sum_eq_zero fun m hm => ?_
  have hm' := mem_range.1 hm
  have h := sum_cos_mul_pow n m n (by omega) (by omega)
  rw [mul_div_cancel_left₀ _ hn] at h
  rw [← mul_zero (q.coeff m), ← h, mul_sum]
  refine sum_congr rfl fun k _ => ?_
  rw [Real.cos_nat_mul_pi]
  ring
```

## Uniqueness and the minimax bound

The hypothesis `hb` says that $|P|\le2^{1-n}$ on the whole interval. In the proof, `hlt` is the drop in degree, `hnn` the sign of each term, `hz` their vanishing, and `hinj` the distinctness of the $n$ zeros.

```lean
/-- Uniqueness: for `n ≥ 1`, a monic polynomial of degree `n` whose absolute value never
exceeds `2^(1-n)` on `[-1,1]` is `2^(1-n) T_n`. -/
theorem eq_monicChebyshev {n : ℕ} (hn : 1 ≤ n) {P : ℝ[X]} (hP : P.Monic)
    (hd : P.natDegree = n)
    (hb : ∀ x ∈ Set.Icc (-1 : ℝ) 1, |P.eval x| ≤ (2 : ℝ) ^ (1 - (n : ℤ))) :
    P = monicChebyshev n := by
  obtain ⟨hM, hMd⟩ := monicChebyshev_monic hn
  have hn0 : (0 : ℝ) < n := by exact_mod_cast hn
  have hpi := Real.pi_pos
  obtain ⟨q, hq⟩ : ∃ q, q = monicChebyshev n - P := ⟨_, rfl⟩
  -- the leading terms cancel in the difference
  have hlt : q.natDegree < n := by
    have hle : q.natDegree ≤ n := by
      rw [hq]
      exact (natDegree_sub_le _ _).trans (max_le hMd.le hd.le)
    have c1 : (monicChebyshev n).coeff n = 1 := by
      have h := hM.coeff_natDegree
      rwa [hMd] at h
    have c2 : P.coeff n = 1 := by
      have h := hP.coeff_natDegree
      rwa [hd] at h
    have hc : q.coeff n = 0 := by rw [hq, coeff_sub, c1, c2, sub_self]
    rcases hle.lt_or_eq with h | h
    · exact h
    · have h0 : q = 0 := leadingCoeff_eq_zero.1 (by rw [leadingCoeff, h]; exact hc)
      rw [h0, natDegree_zero] at h
      omega
  -- at the extrema of `T_n` the difference has the sign of `T_n`, or vanishes
  have hnn : ∀ k : ℕ, 0 ≤ (-1 : ℝ) ^ k * q.eval (Real.cos (k * (Real.pi / n))) := by
    intro k
    have e : (n : ℝ) * (k * (Real.pi / n)) = k * Real.pi := by field_simp
    have h := abs_le.1 (hb _ ⟨Real.neg_one_le_cos (k * (Real.pi / n)), Real.cos_le_one _⟩)
    rw [hq, eval_sub, eval_cos, e, Real.cos_nat_mul_pi]
    rcases neg_one_pow_eq_or ℝ k with s | s <;> rw [s] <;> linarith [h.1, h.2]
  have hz := (sum_eq_zero_iff_of_nonneg (fun k _ => hnn k)).1 (alternating_sum_eq_zero hlt)
  have hinj : Function.Injective
      (fun k : Fin n => Real.cos (((k : ℕ) : ℝ) * (Real.pi / n))) := by
    have hmem : ∀ k : Fin n, ((k : ℕ) : ℝ) * (Real.pi / n) ∈ Set.Icc 0 Real.pi := by
      intro k
      have hk : ((k : ℕ) : ℝ) ≤ n := by exact_mod_cast k.isLt.le
      refine ⟨by positivity, ?_⟩
      calc ((k : ℕ) : ℝ) * (Real.pi / n) ≤ n * (Real.pi / n) :=
            mul_le_mul_of_nonneg_right hk (by positivity)
        _ = Real.pi := by field_simp
    intro i j hij
    have h := mul_right_cancel₀ (by positivity) (Real.injOn_cos (hmem i) (hmem j) hij)
    exact Fin.ext (by exact_mod_cast h)
  have h0 : q = 0 := by
    refine eq_zero_of_natDegree_lt_card_of_eval_eq_zero q hinj (fun k => ?_)
      (by simpa using hlt)
    have hk := k.isLt
    exact (mul_eq_zero.1 (hz k (mem_range.2 (by omega)))).resolve_left
      (pow_ne_zero _ (by norm_num))
  exact (sub_eq_zero.1 (hq.symm.trans h0)).symm
```

The main theorem joins the lower bound for every monic $P$ to the three properties of $M_n$: monic, of degree $n$, and within the bound. The first part argues by contradiction at $x=1$; the last writes $x$ as $\cos(\arccos x)$.

```lean
/-- Minimax property: for `n ≥ 1`, every monic real polynomial of degree `n` has absolute value
at least `2^(1-n)` somewhere on `[-1,1]`, while `2^(1-n) T_n` is monic of degree `n` and never
exceeds this bound there. -/
theorem chebyshev_minimax {n : ℕ} (hn : 1 ≤ n) :
    (∀ P : ℝ[X], P.Monic → P.natDegree = n →
      ∃ x ∈ Set.Icc (-1 : ℝ) 1, (2 : ℝ) ^ (1 - (n : ℤ)) ≤ |P.eval x|) ∧
    (monicChebyshev n).Monic ∧ (monicChebyshev n).natDegree = n ∧
    ∀ x ∈ Set.Icc (-1 : ℝ) 1, |(monicChebyshev n).eval x| ≤ (2 : ℝ) ^ (1 - (n : ℤ)) := by
  have hpos : (0 : ℝ) < (2 : ℝ) ^ (1 - (n : ℤ)) := by positivity
  refine ⟨fun P hP hd => ?_, (monicChebyshev_monic hn).1, (monicChebyshev_monic hn).2,
    fun x hx => ?_⟩
  · by_contra hcon
    have hlt : ∀ x ∈ Set.Icc (-1 : ℝ) 1, |P.eval x| < (2 : ℝ) ^ (1 - (n : ℤ)) :=
      fun x hx => lt_of_not_ge fun h => hcon ⟨x, hx, h⟩
    -- such a polynomial would be `2^(1-n) T_n`, which attains the bound at `x = 1`
    have heq := eq_monicChebyshev hn hP hd (fun x hx => (hlt x hx).le)
    have h1 := eval_cos n 0
    simp only [mul_zero, Real.cos_zero, mul_one] at h1
    have h := hlt 1 ⟨by norm_num, le_refl _⟩
    rw [heq, h1, abs_of_pos hpos] at h
    exact lt_irrefl _ h
  · rw [← Real.cos_arccos hx.1 hx.2, eval_cos, abs_mul, abs_of_pos hpos]
    exact mul_le_of_le_one_right hpos.le (Real.abs_cos_le_one _)
```

For $[a,b]$, `hQ` and `hQd` show that the pulled-back polynomial is monic of degree $n$. This theorem states the lower bound alone, without a polynomial that attains it.

```lean
/-- On an interval `[a,b]` with `a < b`, every monic real polynomial of degree `n ≥ 1` has
absolute value at least `2((b-a)/4)^n` at some point. -/
theorem minimax_interval {n : ℕ} (hn : 1 ≤ n) {a b : ℝ} (hab : a < b) {P : ℝ[X]}
    (hP : P.Monic) (hd : P.natDegree = n) :
    ∃ x ∈ Set.Icc a b, 2 * ((b - a) / 4) ^ n ≤ |P.eval x| := by
  obtain ⟨r, hr⟩ : ∃ r, r = (b - a) / 2 := ⟨_, rfl⟩
  obtain ⟨c, hc⟩ : ∃ c, c = (a + b) / 2 := ⟨_, rfl⟩
  have hr0 : 0 < r := by linarith
  have hrn : 0 < r ^ n := pow_pos hr0 n
  have hL : (C r * X + C c).natDegree = 1 := natDegree_linear hr0.ne'
  -- pull the polynomial back to `[-1,1]` and normalise it
  have hQ : (C (r ^ n)⁻¹ * P.comp (C r * X + C c)).Monic := by
    rw [Monic, leadingCoeff_mul, leadingCoeff_C,
      leadingCoeff_comp (by rw [hL]; exact one_ne_zero),
      leadingCoeff_linear hr0.ne', hP.leadingCoeff, hd, one_mul]
    exact inv_mul_cancel₀ hrn.ne'
  have hQd : (C (r ^ n)⁻¹ * P.comp (C r * X + C c)).natDegree = n := by
    rw [natDegree_C_mul (inv_ne_zero hrn.ne'), natDegree_comp, hL, hd, mul_one]
  obtain ⟨x, hx, h⟩ := (chebyshev_minimax hn).1 _ hQ hQd
  refine ⟨r * x + c, ⟨?_, ?_⟩, ?_⟩
  · nlinarith [mul_nonneg hr0.le (by linarith [hx.1] : 0 ≤ 1 + x)]
  · nlinarith [mul_nonneg hr0.le (by linarith [hx.2] : 0 ≤ 1 - x)]
  · have e : 2 * ((b - a) / 4) ^ n = r ^ n * (2 : ℝ) ^ (1 - (n : ℤ)) := by
      rw [show (b - a) / 4 = r / 2 by rw [hr]; ring, zpow_sub₀ (by norm_num), zpow_one,
        zpow_natCast, div_pow]
      ring
    simp only [eval_mul, eval_C, eval_comp, eval_add, eval_X] at h
    rw [abs_mul, abs_of_pos (inv_pos.2 hrn), le_inv_mul_iff₀ hrn] at h
    rw [e]
    exact h

end ChebyshevMinimax
```

```lean
#print axioms ChebyshevMinimax.minimax_interval
-- 'ChebyshevMinimax.minimax_interval' depends on axioms: [propext, Classical.choice, Quot.sound]
```
